# A fixed symmetric change of the DIIS matrix preserves the solution for every positive definite B exactly when all its entries are equal

Suppose that a DIIS routine adds 1 to each diagonal element of its matrix $B$ before solving for the extrapolation coefficients. For $B=\mathrm{diag}(1,2)$ the coefficients were $(2/3,1/3)$; they become $(3/5,2/5)$, and in general the next iterate changes with them. A trial with $B=\mathrm{diag}(1,1)$ shows nothing wrong, because the coefficients are $(1/2,1/2)$ before and after. To guarantee that a modification preserves the coefficients whichever positive definite $B$ arises, one needs a criterion that covers all these matrices at once. For a real symmetric change $E$, chosen independently of $B$, the criterion is that all entries of $E$ are equal.

## The equations without the multiplier

DIIS stores error vectors $e_i$ and seeks the combination $\sum_i c_i e_i$ of least norm with $\sum_i c_i=1$. With $B_{ij}=e_i\cdot e_j$, the squared norm is $c^{T}Bc$. Making $c^{T}Bc-2\lambda(\sum_i c_i-1)$ stationary gives

$$\sum_j B_{ij}c_j=\lambda\quad\text{for all } i,\qquad \sum_i c_i=1 .$$

The finite type `n` labels the stored vectors, and all matrices and coefficients are real.

```lean
import Mathlib

open Matrix

namespace DIISHarmlessChanges

noncomputable section

variable {n : Type*} [Fintype n] [DecidableEq n]
```

The multiplier $\lambda$ is not prescribed, so the first equation says only that all components of $Bc$ are equal: $(Bc)_i=(Bc)_k$. The formal development starts from this condition and takes the minimisation behind it as background. In Lean, `B *ᵥ c` is the product $Bc$.

```lean
/-- The DIIS equations for the matrix `B`: the coefficients `c` sum to one and all
components of `B c` are equal. -/
def IsDIIS (B : Matrix n n ℝ) (c : n → ℝ) : Prop :=
  ∑ i, c i = 1 ∧ ∀ i k, (B *ᵥ c) i = (B *ᵥ c) k
```

A change $E$ is called harmless if every solution for $B$ is still a solution for $B+E$, whichever positive definite $B$ is given. Positive definiteness stands for linearly independent error vectors. The order of the quantifiers matters: $E$ is fixed first and $B$ comes afterwards. A modification computed from $B$ itself, such as rescaling $B$ by a factor, is therefore not covered.

```lean
/-- A change `E` of the DIIS matrix is harmless if, for every positive definite `B`, each
solution of the DIIS equations for `B` also solves those for `B + E`. -/
def Harmless (E : Matrix n n ℝ) : Prop :=
  ∀ B : Matrix n n ℝ, B.PosDef → ∀ c : n → ℝ, IsDIIS B c → IsDIIS (B + E) c
```

## Uniform shifts and the error functional

Let $J$ be the matrix with all entries 1. The uniform change $sJ$ is `uniform s`.

```lean
/-- The matrix all of whose entries equal `s`. -/
def uniform (s : ℝ) : Matrix n n ℝ := Matrix.of fun _ _ => s
```

For given coefficients $c$, a second matrix will be needed, $P_{ij}=\delta_{ij}-c_i$. It is called `remainder c`.

```lean
/-- The matrix that sends `x` to `x - (∑ x) c`. -/
def remainder (c : n → ℝ) : Matrix n n ℝ := 1 - Matrix.of fun i _ => c i
```

Each row of $sJ$ takes the same sum, so

$$(sJx)_i=s\sum_j x_j .$$

```lean
omit [DecidableEq n] in
/-- A uniform matrix sends `x` to the constant vector with entries `s ∑ x`. -/
theorem uniform_mulVec (s : ℝ) (x : n → ℝ) :
    (uniform s : Matrix n n ℝ) *ᵥ x = fun _ => s * ∑ i, x i := by
  ext i
  simp only [uniform, Matrix.mulVec, dotProduct, Matrix.of_apply]
  rw [← Finset.mul_sum]
```

If $\sum_i c_i=1$, it follows that

$$c^{T}(B+sJ)c=c^{T}Bc+s\Big(\sum_i c_i\Big)^2=c^{T}Bc+s .$$

On the normalised coefficients, a uniform shift thus moves the whole error functional by a constant and leaves the position of its minimum alone. The identity holds for any real $B$ and either sign of $s$.

```lean
omit [DecidableEq n] in
/-- On normalised coefficients, a uniform shift of the DIIS matrix by `s` changes the
quadratic DIIS error functional by exactly `s`. -/
theorem error_uniform_shift (B : Matrix n n ℝ) (s : ℝ) (c : n → ℝ) (hc : ∑ i, c i = 1) :
    c ⬝ᵥ ((B + uniform s) *ᵥ c) = c ⬝ᵥ (B *ᵥ c) + s := by
  rw [Matrix.add_mulVec, dotProduct_add, uniform_mulVec, hc]
  congr 1
  simp only [dotProduct]
  rw [← Finset.sum_mul, hc]
  ring
```

## Every normalised c is a DIIS solution

To show that other changes do harm, one needs enough matrices $B$ to expose them. The matrix $P$ supplies these. Its action is

$$(Px)_i=x_i-c_i\sum_j x_j .$$

```lean
/-- The remainder matrix subtracts from `x` the multiple `∑ x` of `c`. -/
theorem remainder_mulVec (c x : n → ℝ) :
    remainder c *ᵥ x = x - (∑ i, x i) • c := by
  rw [remainder, Matrix.sub_mulVec, Matrix.one_mulVec]
  ext i
  simp only [Pi.sub_apply, Pi.smul_apply, smul_eq_mul, Matrix.mulVec, dotProduct,
    Matrix.of_apply]
  rw [← Finset.mul_sum]
  ring
```

Now take any $c$ with $\sum_i c_i=1$ and set $B=J+P^{T}P$. This is the overlap matrix of the error vectors $(1,p_i)$, where $p_i$ is column $i$ of $P$. It is symmetric, and

$$x^{T}Bx=\Big(\sum_i x_i\Big)^2+|Px|^2 .$$

Let $x\neq0$. If $\sum_i x_i\neq0$, the first square is positive and the second is not negative. If $\sum_i x_i=0$, then $Px=x$, and the form equals $|x|^2>0$. So $B$ is positive definite. Moreover $Pc=c-c=0$, hence

$$(Bc)_i=(Jc)_i=\sum_j c_j=1\quad\text{for all } i,$$

and $c$ solves the DIIS equations for this $B$.

```lean
/-- Every normalised coefficient vector solves the DIIS equations of some positive definite
matrix. -/
theorem exists_posDef_isDIIS (c : n → ℝ) (hc : ∑ i, c i = 1) :
    ∃ B : Matrix n n ℝ, B.PosDef ∧ IsDIIS B c := by
  refine ⟨uniform 1 + (remainder c)ᵀ * remainder c, ?_, hc, ?_⟩
  · refine Matrix.posDef_iff_dotProduct_mulVec.mpr ⟨?_, ?_⟩
    · refine Matrix.IsHermitian.ext fun i j => ?_
      simp [uniform, Matrix.mul_apply, mul_comm]
    · intro x hx
      -- the quadratic form is a sum of two squares
      have h1 : x ⬝ᵥ ((uniform 1 : Matrix n n ℝ) *ᵥ x) = (∑ i, x i) ^ 2 := by
        rw [uniform_mulVec]
        simp only [dotProduct]
        rw [← Finset.sum_mul]
        ring
      have h2 : x ⬝ᵥ (((remainder c)ᵀ * remainder c) *ᵥ x)
          = (remainder c *ᵥ x) ⬝ᵥ (remainder c *ᵥ x) := by
        rw [← Matrix.mulVec_mulVec, Matrix.dotProduct_mulVec, Matrix.vecMul_transpose]
      have hnn : ∀ y : n → ℝ, 0 ≤ y ⬝ᵥ y := fun y =>
        Finset.sum_nonneg fun i _ => mul_self_nonneg (y i)
      rw [star_trivial, Matrix.add_mulVec, dotProduct_add, h1, h2]
      by_cases hS : ∑ i, x i = 0
      · -- here the remainder of `x` is `x` itself
        have h3 : remainder c *ᵥ x = x := by
          rw [remainder_mulVec, hS, zero_smul, sub_zero]
        obtain ⟨i, hi⟩ := Function.ne_iff.mp hx
        have h4 : 0 < x ⬝ᵥ x :=
          Finset.sum_pos' (fun j _ => mul_self_nonneg (x j))
            ⟨i, Finset.mem_univ i, mul_self_pos.mpr hi⟩
        rw [h3, hS]
        linarith
      · have h5 : 0 < (∑ i, x i) ^ 2 := by positivity
        linarith [hnn (remainder c *ᵥ x)]
  · -- the remainder of `c` vanishes, so only the uniform part acts
    have h0 : remainder c *ᵥ c = 0 := by
      rw [remainder_mulVec, hc, one_smul, sub_self]
    intro i k
    rw [Matrix.add_mulVec, ← Matrix.mulVec_mulVec, h0, Matrix.mulVec_zero, add_zero,
      uniform_mulVec]
```

In the proof, `h1` and `h2` compute the two squares, `by_cases hS` makes the distinction on $\sum_i x_i$, and `h0` is the statement $Pc=0$.

The device on which this proof turns is `Matrix.posDef_iff_dotProduct_mulVec`. It replaces the predicate `PosDef` by two conditions: the matrix is Hermitian, and the quadratic form `star x ⬝ᵥ (B *ᵥ x)` is positive for every nonzero `x`. The lemma also serves complex matrices, which is why `star` appears; over the reals `star_trivial` removes it. What is left is the inequality above, with no eigenvalues or determinants to compute. The second square comes from moving $P^{T}$ to the other side of the dot product, $x\cdot(P^{T}Px)=(Px)\cdot(Px)$, which is done by `Matrix.dotProduct_mulVec` and `Matrix.vecMul_transpose`.

## Harmless changes have constant columns

Let $E$ be harmless, and let $c$ be the unit vector that selects stored vector $j$. By the previous result there is a positive definite $B$ for which this $c$ is a solution. Then $Bc$ has equal components, and so has $(B+E)c$. Subtracting gives

$$E_{ij}=(Ec)_i=(Ec)_k=E_{kj}.$$

Every column of $E$ is constant. Conversely, if $E_{ij}=E_{kj}$ for all $i,k,j$, then for any $c$

$$(Ec)_i=\sum_j E_{ij}c_j=\sum_j E_{kj}c_j=(Ec)_k ,$$

and adding a vector with equal components to $Bc$ keeps its components equal. Symmetry of $E$ has not been used.

```lean
/-- A change of the DIIS matrix, symmetric or not, is harmless if and only if each of its
columns is constant. -/
theorem harmless_iff_columns (E : Matrix n n ℝ) :
    Harmless E ↔ ∀ i k j, E i j = E k j := by
  constructor
  · intro h i k j
    -- test with the coefficients that select the single vector `j`
    have hc : ∑ i, (Pi.single j 1 : n → ℝ) i = 1 := by simp [Pi.single_apply]
    obtain ⟨B, hB, hBc⟩ := exists_posDef_isDIIS (Pi.single j 1 : n → ℝ) hc
    have h1 := (h B hB _ hBc).2 i k
    have h2 := hBc.2 i k
    rw [Matrix.add_mulVec, Pi.add_apply, Pi.add_apply, h2] at h1
    have h3 := add_left_cancel h1
    simpa [Matrix.mulVec, dotProduct, Pi.single_apply] using h3
  · intro h B _ c hc
    refine ⟨hc.1, fun i k => ?_⟩
    have hE : (E *ᵥ c) i = (E *ᵥ c) k := by
      simp only [Matrix.mulVec, dotProduct]
      exact Finset.sum_congr rfl fun j _ => by rw [h i k j]
    rw [Matrix.add_mulVec, Pi.add_apply, Pi.add_apply, hc.2 i k, hE]
```

The unit vector is `Pi.single j 1`. The subtraction is carried out by `add_left_cancel`, after `h2` has been used to make the two contributions of $B$ identical.

## Symmetry makes all entries equal

For symmetric $E$, constant columns are also constant rows. Two arbitrary entries are then linked by

$$E_{ij}=E_{kj}=E_{jk}=E_{lk}=E_{kl}.$$

The first and third equalities move along a column; the second and fourth use symmetry. Conversely, equal entries give constant columns at once. This is the criterion announced at the start, and the `calc` block follows the chain link by link.

```lean
/-- A symmetric change of the DIIS matrix is harmless if and only if all its entries are
equal. -/
theorem harmless_iff_entries_equal (E : Matrix n n ℝ) (hE : E.IsSymm) :
    Harmless E ↔ ∀ i j k l, E i j = E k l := by
  rw [harmless_iff_columns]
  constructor
  · intro h i j k l
    -- move along column `j`, reflect, move along column `k`, reflect
    calc E i j = E k j := h i k j
      _ = E j k := hE.apply j k
      _ = E l k := h j l k
      _ = E k l := hE.apply k l
  · intro h i k j
    exact h i j k j
```

The hypothesis `E.IsSymm` is natural for a change of an overlap matrix, and it does real work: the matrix with rows $(1,2)$ and $(1,2)$ has constant columns, so it is harmless although its entries differ. With a single stored vector every change is harmless, as it must be, since $c=1$ is the only normalised choice. The theorem does not need `n` to be nonempty.

## Diagonal shifts and a misleading trial

Adding $t$ to every diagonal element means $E_{ij}=t\,\delta_{ij}$. With two different indices $i$ and $j$, column $i$ contains $E_{ii}=t$ and $E_{ji}=0$. If the column is constant, $t=0$. The assumption `Nontrivial n` says that there are at least two stored vectors.

```lean
/-- With at least two stored vectors, adding `t` to every diagonal element of the DIIS matrix is
harmless if and only if `t = 0`. -/
theorem harmless_diagonal_shift_iff [Nontrivial n] (t : ℝ) :
    Harmless (t • (1 : Matrix n n ℝ)) ↔ t = 0 := by
  rw [harmless_iff_columns]
  constructor
  · intro h
    obtain ⟨i, j, hij⟩ := exists_pair_ne n
    have h1 := h i j i
    simpa [Matrix.one_apply, hij.symm] using h1
  · rintro rfl i k j
    simp
```

For self-consistent-field calculations accelerated by DIIS, this means that a fixed nonzero diagonal shift, added to improve conditioning, alters the extrapolation coefficients for some positive definite $B$, in exact arithmetic and with at least two stored vectors. It does not say how large the alteration is, nor whether convergence gets better or worse.

The trial with $B=\mathrm{diag}(1,1)$ can now be put precisely. For $B=E=1$, the unit matrix of size two, $B+E=2B$. Doubling $B$ doubles every component of $Bc$, so equal components stay equal and every solution survives. Yet $E$ is the diagonal shift with $t=1$, which is not harmless.

```lean
/-- For two stored vectors and the positive definite matrix `B = 1`, the change `E = 1` preserves
every solution of the DIIS equations, yet it is not harmless. -/
theorem single_matrix_not_enough :
    (1 : Matrix (Fin 2) (Fin 2) ℝ).PosDef ∧
      (∀ c : Fin 2 → ℝ, IsDIIS 1 c → IsDIIS (1 + 1) c) ∧
      ¬ Harmless (1 : Matrix (Fin 2) (Fin 2) ℝ) := by
  refine ⟨Matrix.PosDef.one, fun c hc => ⟨hc.1, fun i k => ?_⟩, fun h => ?_⟩
  · rw [Matrix.add_mulVec, Pi.add_apply, Pi.add_apply, hc.2 i k]
  · rw [← one_smul ℝ (1 : Matrix (Fin 2) (Fin 2) ℝ)] at h
    exact one_ne_zero ((harmless_diagonal_shift_iff (1 : ℝ)).mp h)

end

end DIISHarmlessChanges
```

The three parts of the statement are that $B=1$ is positive definite, that every solution for it is preserved, and that `Harmless` fails for $E=1$. The last part is the diagonal-shift theorem at $t=1$, which would otherwise give $1=0$.

```lean
#print axioms DIISHarmlessChanges.error_uniform_shift
#print axioms DIISHarmlessChanges.harmless_iff_entries_equal
#print axioms DIISHarmlessChanges.single_matrix_not_enough
```

```
'DIISHarmlessChanges.error_uniform_shift' depends on axioms: [propext, Classical.choice, Quot.sound]
'DIISHarmlessChanges.harmless_iff_entries_equal' depends on axioms: [propext, Classical.choice, Quot.sound]
'DIISHarmlessChanges.single_matrix_not_enough' depends on axioms: [propext, Classical.choice, Quot.sound]
```
